# Different nonnegative densities can share all moments and still have different Stieltjes integrals

A perturbation series in a coupling $g$ often has coefficients that grow factorially, so its partial sums diverge for every $g>0$. Resummation then looks for a function behind the coefficients. A favourable case is a Stieltjes integral, $\int_0^\infty \rho(x)/(1+gx)\,dx$ with $\rho\ge 0$: expanding the denominator gives the formal series $\sum_n(-g)^n\mu_n$, where $\mu_n=\int_0^\infty x^n\rho(x)\,dx$ is the $n$-th moment. Do the coefficients, together with the sign of $\rho$, fix the sum?

The problems below test this on a one-parameter family of model densities, chosen for their slow decay and not derived from a Hamiltonian. The coupling, the amplitudes and the densities are real and dimensionless.

```lean
import Mathlib

open MeasureTheory Set

namespace StieltjesAmbiguity

noncomputable section
```

The oscillating profile is $r(x)=e^{-x^{1/4}}\sin(x^{1/4})$.

```lean
/-- The oscillating profile `exp(-x^(1/4)) sin(x^(1/4))` on the half-line `x > 0`. -/
def ripple (x : ℝ) : ℝ := Real.exp (-x ^ (1 / 4 : ℝ)) * Real.sin (x ^ (1 / 4 : ℝ))
```

Adding it with amplitude $c$ to a smooth background gives $\rho_c(x)=e^{-x^{1/4}}\bigl(1+c\sin(x^{1/4})\bigr)$.

```lean
/-- The density `exp(-x^(1/4)) (1 + c sin(x^(1/4)))` on `x > 0`, with ripple amplitude `c`. -/
def density (c x : ℝ) : ℝ :=
  Real.exp (-x ^ (1 / 4 : ℝ)) * (1 + c * Real.sin (x ^ (1 / 4 : ℝ)))
```

Moments are integrals over the open half-line, `Ioi 0` in Lean. Lean assigns the value zero to the integral of a non-integrable function, so integrability is proved alongside the moments.

```lean
/-- The `n`-th moment of a density on the half-line. -/
def moment (ρ : ℝ → ℝ) (n : ℕ) : ℝ := ∫ x in Ioi (0 : ℝ), x ^ n * ρ x
```

Write $S[\rho](g)$ for the Stieltjes integral, `stieltjes ρ g`.

```lean
/-- The Stieltjes integral of a density at coupling `g ≥ 0`. -/
def stieltjes (ρ : ℝ → ℝ) (g : ℝ) : ℝ := ∫ x in Ioi (0 : ℝ), ρ x / (1 + g * x)
```

## (a) Undoing the fourth power

Show that for $t>0$
$$(t^4)^{1/4}=t.$$

The exponents multiply because $t$ is positive: $(t^4)^{1/4}=t^{4\cdot 1/4}=t$. Lean first rewrites the natural power as a real power.

```lean
/-- The fourth root undoes the fourth power on positive numbers. -/
theorem root_pow {t : ℝ} (ht : 0 < t) : (t ^ 4) ^ (1 / 4 : ℝ) = t := by
  rw [← Real.rpow_natCast, ← Real.rpow_mul ht.le]
  norm_num
```

## (b) Moments of the exponential

Show that for every natural $k$ the function $t^ke^{-t}$ is integrable on $t>0$, with
$$\int_0^\infty t^k e^{-t}\,dt=k!.$$

For $k=0$ the integral is $1$. For $k\ge1$, integration by parts has no boundary term and gives $k$ times the integral for $k-1$, hence $k!$. Lean takes the same fact from Mathlib's Gamma function, as $\Gamma(k+1)=k!$.

```lean
/-- The moments of the exponential density exist and are factorials. -/
theorem exp_moment (k : ℕ) :
    IntegrableOn (fun t : ℝ => t ^ k * Real.exp (-t)) (Ioi 0) ∧
      ∫ t in Ioi (0 : ℝ), t ^ k * Real.exp (-t) = k.factorial := by
  have hk : (0 : ℝ) < (k : ℝ) + 1 := by positivity
  have e : EqOn (fun t : ℝ => Real.exp (-t) * t ^ ((k : ℝ) + 1 - 1))
      (fun t : ℝ => t ^ k * Real.exp (-t)) (Ioi 0) := by
    intro t _
    simp only [add_sub_cancel_right, Real.rpow_natCast]
    ring
  refine ⟨(Real.GammaIntegral_convergent hk).congr_fun e measurableSet_Ioi, ?_⟩
  rw [← Real.Gamma_nat_eq_factorial, Real.Gamma_eq_integral hk]
  exact (setIntegral_congr_fun measurableSet_Ioi e).symm
```

## (c) Substituting a fourth power

Show that
$$\int_0^\infty f(x)\,dx=\int_0^\infty 4t^3f(t^4)\,dt,$$
and that one integrand is integrable exactly when the other is.

Put $x=t^4$, so $dx=4t^3\,dt$, and the half-line maps onto itself. In Lean, `P` is any function equal to $4t^3f(t^4)$ for $t>0$, so later parts can supply a simplified integrand.

```lean
/-- The substitution `x = t^4` on the half-line, for integrability and for the integral. -/
theorem quartic_substitution {f P : ℝ → ℝ} (h : ∀ t, 0 < t → 4 * t ^ 3 * f (t ^ 4) = P t) :
    (IntegrableOn f (Ioi 0) ↔ IntegrableOn P (Ioi 0)) ∧
      ∫ x in Ioi (0 : ℝ), f x = ∫ t in Ioi (0 : ℝ), P t := by
  have h3 (t : ℝ) : t ^ ((4 : ℝ) - 1) = t ^ 3 := by
    rw [show (4 : ℝ) - 1 = ((3 : ℕ) : ℝ) by norm_num, Real.rpow_natCast]
  have h4 (t : ℝ) : t ^ (4 : ℝ) = t ^ 4 := by
    rw [show (4 : ℝ) = ((4 : ℕ) : ℝ) by norm_num, Real.rpow_natCast]
  have e : EqOn (fun t => 4 * t ^ 3 * f (t ^ 4)) P (Ioi 0) := fun t ht => h t ht
  have i := integrableOn_Ioi_comp_rpow_iff f (p := 4) (by norm_num)
  have j := integral_comp_rpow_Ioi_of_pos (g := f) (p := 4) (by norm_num)
  simp only [h3, h4, smul_eq_mul, abs_of_pos (show (0 : ℝ) < 4 by norm_num)] at i j
  exact ⟨i.symm.trans (integrableOn_congr_fun e measurableSet_Ioi),
    j.symm.trans (setIntegral_congr_fun measurableSet_Ioi e)⟩
```

## (d) Moments of a damped sine wave

Show that for every natural $n$ the integrand below is integrable and
$$\int_0^\infty t^{4n+3}e^{-t}\sin t\,dt=0.$$

Let $F_k(t)=t^ke^{-(1-i)t}$ and $J_k=\int_0^\infty F_k\,dt$. Since $|F_k|=t^ke^{-t}$, the integral converges and $F_k\to0$ at infinity. Integrating
$$F_k'=kF_{k-1}-(1-i)F_k$$
over the half-line gives $(1-i)J_0=1$ and, for $k\ge1$, $(1-i)J_k=kJ_{k-1}$. By induction
$$(1-i)^{k+1}J_k=k!.$$
Now $(1-i)^2=-2i$, so $(1-i)^4=-4$. With $k=4n+3$ this yields $(-4)^{n+1}J_{4n+3}=(4n+3)!$, so $J_{4n+3}$ is real. Its imaginary part is the required integral, because $\operatorname{Im}e^{-(1-i)t}=e^{-t}\sin t$.

In the code, `hd` is the derivative, `hR` the integrated relation and `hJ` the induction; `Complex.imCLM` moves the imaginary part inside the integral.

```lean
/-- The moments of order `4n+3` of the damped sine wave exist and vanish. -/
theorem sine_moment (n : ℕ) :
    IntegrableOn (fun t : ℝ => t ^ (4 * n + 3) * (Real.exp (-t) * Real.sin t)) (Ioi 0) ∧
      ∫ t in Ioi (0 : ℝ), t ^ (4 * n + 3) * (Real.exp (-t) * Real.sin t) = 0 := by
  let F : ℕ → ℝ → ℂ := fun k t => (t : ℂ) ^ k * Complex.exp (-((1 - Complex.I) * t))
  have hn (k : ℕ) (t : ℝ) : ‖F k t‖ = ‖t ^ k * Real.exp (-t)‖ := by
    simp [F, Complex.norm_exp]
  have hF (k : ℕ) : IntegrableOn (F k) (Ioi 0) :=
    Integrable.mono (exp_moment k).1
      (Continuous.aestronglyMeasurable (by dsimp only [F]; fun_prop))
      (Filter.Eventually.of_forall fun t => (hn k t).le)
  have hT (k : ℕ) : Filter.Tendsto (F k) Filter.atTop (nhds 0) :=
    tendsto_zero_iff_norm_tendsto_zero.2 (by
      simpa only [hn, norm_zero] using (Real.tendsto_pow_mul_exp_neg_atTop_nhds_zero k).norm)
  have hd (k : ℕ) (t : ℝ) :
      HasDerivAt (F k) (k * F (k - 1) t - (1 - Complex.I) * F k t) t := by
    have h0 : HasDerivAt (fun s : ℝ => (s : ℂ)) ((1 : ℝ) : ℂ) t :=
      (hasDerivAt_id' t).ofReal_comp
    refine ((h0.fun_pow k).fun_mul (h0.const_mul (1 - Complex.I)).fun_neg.cexp).congr_deriv ?_
    simp only [F, Complex.ofReal_one]
    ring
  -- integration by parts links neighbouring moments
  have hR (k : ℕ) : (k : ℂ) * (∫ t in Ioi (0 : ℝ), F (k - 1) t) -
      (1 - Complex.I) * (∫ t in Ioi (0 : ℝ), F k t) = 0 - F k 0 := by
    have h1 := Integrable.const_mul (hF (k - 1)) (k : ℂ)
    have h2 := Integrable.const_mul (hF k) (1 - Complex.I)
    rw [← integral_const_mul, ← integral_const_mul, ← integral_sub h1 h2]
    exact integral_Ioi_of_hasDerivAt_of_tendsto' (fun t _ => hd k t) (h1.sub h2) (hT k)
  have hJ (k : ℕ) : (1 - Complex.I) ^ (k + 1) * (∫ t in Ioi (0 : ℝ), F k t) =
      (k.factorial : ℂ) := by
    induction k with
    | zero =>
      have h := hR 0
      rw [show F 0 0 = 1 by simp [F], Nat.cast_zero] at h
      simp only [zero_add, pow_one, Nat.factorial_zero, Nat.cast_one]
      linear_combination -h
    | succ k ih =>
      have h := hR (k + 1)
      rw [show F (k + 1) 0 = 0 by simp [F], Nat.add_sub_cancel] at h
      push_cast at h
      rw [Nat.factorial_succ]
      push_cast
      linear_combination ((k : ℂ) + 1) * ih - (1 - Complex.I) ^ (k + 1) * h
  -- the moment is real because (1 - i)^4 = -4
  have h4 : (1 - Complex.I) ^ 4 = -4 := by
    linear_combination (Complex.I ^ 2 - 4 * Complex.I + 5) * Complex.I_sq
  have h := hJ (4 * n + 3)
  rw [show 4 * n + 3 + 1 = 4 * (n + 1) by ring, pow_mul, h4,
    show (-4 : ℂ) ^ (n + 1) = (((-4 : ℝ) ^ (n + 1) : ℝ) : ℂ) by simp] at h
  have h' := congrArg Complex.im h
  rw [Complex.im_ofReal_mul, Complex.natCast_im] at h'
  have him (k : ℕ) (t : ℝ) :
      Complex.imCLM (F k t) = t ^ k * (Real.exp (-t) * Real.sin t) := by
    have e : F k t = ((t ^ k : ℝ) : ℂ) * Complex.exp (-((1 - Complex.I) * t)) := by
      simp [F]
    rw [e, Complex.imCLM_apply, Complex.im_ofReal_mul, Complex.exp_im]
    simp
  have hi := Complex.imCLM.integrable_comp (hF (4 * n + 3))
  have hc := Complex.imCLM.integral_comp_comm (hF (4 * n + 3))
  simp only [him] at hi hc
  exact ⟨hi, hc.trans ((mul_eq_zero.1 h').resolve_left (pow_ne_zero _ (by norm_num)))⟩
```

## (e) Moments of the ripple

Show that for every natural $n$ the function $x^nr(x)$ is integrable on $x>0$ and
$$\int_0^\infty x^n e^{-x^{1/4}}\sin(x^{1/4})\,dx=0.$$

By (a) and (c), the integral equals $4\int_0^\infty t^{4n+3}e^{-t}\sin t\,dt$, which vanishes by (d).

```lean
/-- Every moment of `exp(-x^(1/4)) sin(x^(1/4))` exists and is zero. -/
theorem ripple_moment (n : ℕ) :
    IntegrableOn (fun x => x ^ n * ripple x) (Ioi 0) ∧ moment ripple n = 0 := by
  have q := quartic_substitution (f := fun x => x ^ n * ripple x)
    (P := fun t => 4 * (t ^ (4 * n + 3) * (Real.exp (-t) * Real.sin t)))
    (fun t ht => by simp only [ripple, root_pow ht]; ring)
  refine ⟨q.1.2 (Integrable.const_mul (sine_moment n).1 4), q.2.trans ?_⟩
  rw [integral_const_mul, (sine_moment n).2, mul_zero]
```

## (f) Moments of the whole family

Show that for every real $c$ and natural $n$ the $n$-th moment of $\rho_c$ exists and
$$\int_0^\infty x^n\rho_c(x)\,dx=4\,(4n+3)!.$$

The same substitution gives
$$4\int_0^\infty t^{4n+3}e^{-t}\,dt+4c\int_0^\infty t^{4n+3}e^{-t}\sin t\,dt.$$
The first term is $4(4n+3)!$ by (b), and the second is zero by (d).

```lean
/-- The moments of the density exist and equal `4 (4n+3)!` for every ripple amplitude. -/
theorem density_moment (c : ℝ) (n : ℕ) :
    IntegrableOn (fun x => x ^ n * density c x) (Ioi 0) ∧
      moment (density c) n = 4 * (4 * n + 3).factorial := by
  have h1 := Integrable.const_mul (exp_moment (4 * n + 3)).1 4
  have h2 := Integrable.const_mul (sine_moment n).1 (4 * c)
  have q := quartic_substitution (f := fun x => x ^ n * density c x)
    (P := fun t => 4 * (t ^ (4 * n + 3) * Real.exp (-t)) +
      4 * c * (t ^ (4 * n + 3) * (Real.exp (-t) * Real.sin t)))
    (fun t ht => by simp only [density, root_pow ht]; ring)
  refine ⟨q.1.2 (Integrable.add h1 h2), q.2.trans ?_⟩
  rw [integral_add h1 h2, integral_const_mul, integral_const_mul, (exp_moment _).2,
    (sine_moment n).2, mul_zero, add_zero]
```

## (g) Convergence of the Stieltjes integral

Show that if $\rho$ is integrable on $x>0$ and $g\ge0$, then
$$\int_0^\infty\frac{|\rho(x)|}{1+gx}\,dx<\infty.$$

For $x>0$ the denominator is at least $1$, so the integrand is at most $|\rho(x)|$. Lean applies this comparison through `Integrable.mono`.

```lean
/-- The Stieltjes integrand of an integrable density is integrable at coupling `g ≥ 0`. -/
theorem stieltjes_integrable {ρ : ℝ → ℝ} (h : IntegrableOn ρ (Ioi 0)) {g : ℝ} (hg : 0 ≤ g) :
    IntegrableOn (fun x => ρ x / (1 + g * x)) (Ioi 0) := by
  have hm : Measurable fun x : ℝ => (1 + g * x)⁻¹ := by fun_prop
  simp only [div_eq_mul_inv]
  refine Integrable.mono h (h.aestronglyMeasurable.mul hm.aestronglyMeasurable)
    (ae_restrict_of_forall_mem measurableSet_Ioi fun x hx => ?_)
  have hx' : 0 < x := hx
  have h1 : 1 ≤ 1 + g * x := by linarith [mul_nonneg hg hx'.le]
  rw [norm_mul, Real.norm_of_nonneg (by positivity : 0 ≤ (1 + g * x)⁻¹)]
  exact mul_le_of_le_one_right (norm_nonneg _) (inv_le_one_of_one_le₀ h1)
```

## (h) The ripple at strong coupling

Show that for $g\ge10^5$
$$g\,S[r](g)\ge\frac4{15}.$$

After $x=t^4$,
$$g\,S[r](g)=\int_0^\infty4e^{-t}\,\frac{gt^3\sin t}{1+gt^4}\,dt.$$
The function $\sin t-t+t^3/6$ vanishes at $0$ and has derivative $\cos t-1+t^2/2\ge0$, so $\sin t\ge t-t^3/6$ for $t\ge0$. With $w=1/(1+gt^4)$,
$$\frac{gt^3\sin t}{1+gt^4}\ge(1-w)\Bigl(1-\frac{t^2}6\Bigr)\ge1-\frac{t^2}6-w.$$

Next, $w\le\frac1{10}+(1-\frac t2)^2$. If $t\le\frac1{10}$, the right side is at least $0.1+0.95^2>1\ge w$. If $t\ge\frac1{10}$, then $gt^4\ge10$ and $w\le\frac1{11}$. Therefore
$$\frac{gt^3\sin t}{1+gt^4}\ge-\frac1{10}+t-\frac5{12}t^2.$$
Integrating against $4e^{-t}$ with (b) gives $4\bigl(-\frac1{10}+1-\frac56\bigr)=\frac4{15}$.

The steps `hsin`, `a2` and `a3` are the sine bound, the bound on $w$ (multiplied out) and the quadratic bound; `hL` evaluates the final integral.

```lean
/-- At couplings `g ≥ 10^5` the Stieltjes integral of the ripple is at least `4/(15 g)`. -/
theorem ripple_stieltjes_lower {g : ℝ} (hg : 10 ^ 5 ≤ g) : 4 / 15 ≤ g * stieltjes ripple g := by
  have hg0 : 0 < g := lt_of_lt_of_le (by norm_num) hg
  -- the cubic lower bound for the sine
  have hd (x : ℝ) : HasDerivAt (fun x => Real.sin x - x + x ^ 3 / 6)
      (Real.cos x - 1 + x ^ 2 / 2) x := by
    have h := ((Real.hasDerivAt_sin x).fun_sub (hasDerivAt_id' x)).fun_add
      ((hasDerivAt_pow 3 x).div_const 6)
    refine h.congr_deriv ?_
    simp only [Nat.cast_ofNat, show 3 - 1 = 2 from rfl]
    ring
  have hmono := monotone_of_deriv_nonneg (fun x => (hd x).differentiableAt) (fun x => by
    rw [(hd x).deriv]
    linarith [Real.one_sub_sq_div_two_le_cos (x := x)])
  have hr : IntegrableOn ripple (Ioi 0) := by simpa using (ripple_moment 0).1
  have q := quartic_substitution (f := fun x => ripple x / (1 + g * x))
    (P := fun t => 4 * t ^ 3 * (Real.exp (-t) * Real.sin t / (1 + g * t ^ 4)))
    (fun t ht => by simp only [ripple, root_pow ht])
  have hR := Integrable.const_mul (q.1.1 (stieltjes_integrable hr hg0.le)) g
  have h0 := Integrable.const_mul (exp_moment 0).1 (-2 / 5)
  have h1 := Integrable.const_mul (exp_moment 1).1 4
  have h2 := Integrable.const_mul (exp_moment 2).1 (-5 / 3)
  have h01 : Integrable (fun t : ℝ => -2 / 5 * (t ^ 0 * Real.exp (-t)) +
      4 * (t ^ 1 * Real.exp (-t))) (volume.restrict (Ioi 0)) := Integrable.add h0 h1
  have hL : ∫ t in Ioi (0 : ℝ), (-2 / 5 * (t ^ 0 * Real.exp (-t)) +
      4 * (t ^ 1 * Real.exp (-t)) + -5 / 3 * (t ^ 2 * Real.exp (-t))) = 4 / 15 := by
    rw [integral_add h01 h2, integral_add h0 h1, integral_const_mul, integral_const_mul,
      integral_const_mul, (exp_moment 0).2, (exp_moment 1).2, (exp_moment 2).2]
    norm_num [Nat.factorial]
  rw [stieltjes, q.2, ← integral_const_mul, ← hL]
  refine setIntegral_mono_on (Integrable.add h01 h2) hR measurableSet_Ioi fun t ht => ?_
  have ht' : 0 < t := ht
  have hsin : t - t ^ 3 / 6 ≤ Real.sin t := by
    have h := hmono ht'.le
    simp only [Real.sin_zero] at h
    linarith
  have a1 := mul_le_mul_of_nonneg_left hsin (by positivity : 0 ≤ g * t ^ 3)
  have a2 : 1 ≤ (1 + g * t ^ 4) * (1 / 10 + (1 - t / 2) ^ 2) := by
    have hu : 0 ≤ g * t ^ 4 := by positivity
    rcases le_total t (1 / 10) with hs | hs
    · have hq : 1 ≤ 1 / 10 + (1 - t / 2) ^ 2 := by nlinarith [sq_nonneg t]
      nlinarith [mul_nonneg hu (by linarith : 0 ≤ 1 / 10 + (1 - t / 2) ^ 2)]
    · have h4 : (1 / 10 : ℝ) ^ 4 ≤ t ^ 4 := pow_le_pow_left₀ (by norm_num) hs 4
      have h5 : 10 ^ 5 * (1 / 10 : ℝ) ^ 4 ≤ g * t ^ 4 :=
        mul_le_mul hg h4 (by positivity) hg0.le
      norm_num at h5
      nlinarith [mul_nonneg (by linarith : 0 ≤ 1 + g * t ^ 4) (sq_nonneg (1 - t / 2))]
  have a3 : -1 / 10 + t - 5 / 12 * t ^ 2 ≤ g * t ^ 3 * Real.sin t / (1 + g * t ^ 4) := by
    rw [le_div_iff₀ (by positivity)]
    nlinarith [a1, a2, sq_nonneg t]
  have a4 := mul_le_mul_of_nonneg_left a3 (by positivity : 0 ≤ 4 * Real.exp (-t))
  calc _ = 4 * Real.exp (-t) * (-1 / 10 + t - 5 / 12 * t ^ 2) := by ring
    _ ≤ _ := a4
    _ = _ := by ring
```

## (i) Equal coefficients, different sums

Let $|a|\le1$, $|b|\le1$ and $a\ne b$. Show that $\rho_a$ and $\rho_b$ are nonnegative, that all their moments agree, and that
$$S[\rho_a](g)\ne S[\rho_b](g)\qquad\text{for every }g\ge10^5.$$

Since $|c\sin(x^{1/4})|\le1$ for $|c|\le1$, both densities are nonnegative. Their moments agree by (f). As $\rho_a-\rho_b=(a-b)r$, and all the integrals converge by (g),
$$S[\rho_a](g)-S[\rho_b](g)=(a-b)\,S[r](g).$$
The first factor is nonzero by assumption and the second is positive by (h). Lean runs this as a contradiction: equal sums would force $S[r](g)=0$, hence $\frac4{15}\le0$.

The choice $a=0$, $b=1$ compares the smooth density with a fully rippled one. So the coefficients, even together with the nonnegativity of the density, need not fix the sum. The value $10^5$ comes from the simple estimate in (h) and is not a physical threshold. Rotating the integration contour, a step not formalised here, gives $S[r](g)=\frac{\pi}{g}\,e^{-\sqrt2\,g^{-1/4}}$ for every $g>0$. The sums therefore differ at every positive coupling, but as $g\to0^+$ the difference vanishes faster than any power of $g$, which is why no coefficient records it. The growth of the moments matters here: they equal $4(4n+3)!$, whereas by Carleman's criterion, which is not proved here, moments of a nonnegative density that are bounded by $CR^n(2n)!$ for some constants $C$ and $R$ do determine its Stieltjes integral. The theorem compares moments and integrals; that each integral is asymptotic to the series as $g\to0^+$ is a separate estimate, obtained from the finite geometric sum.

Nonnegativity needs the bound on the amplitudes, and the difference needs $g>0$. With $a=2$, the density at $x=(3\pi/2)^4$ is $-e^{-3\pi/2}<0$. At $g=0$, every sum equals the zeroth moment, $24$, so the amplitudes can't be told apart there.

```lean
/-- Two densities with different ripple amplitudes in `[-1, 1]` are nonnegative and share all
moments, but their Stieltjes integrals differ at every coupling `g ≥ 10^5`. -/
theorem stieltjes_series_does_not_determine_sum {a b : ℝ} (ha : |a| ≤ 1) (hb : |b| ≤ 1)
    (hab : a ≠ b) :
    (∀ x, 0 ≤ density a x ∧ 0 ≤ density b x) ∧
    (∀ n, moment (density a) n = moment (density b) n) ∧
    ∀ g : ℝ, 10 ^ 5 ≤ g → stieltjes (density a) g ≠ stieltjes (density b) g := by
  have pos (c : ℝ) (hc : |c| ≤ 1) (x : ℝ) : 0 ≤ density c x := by
    have h : |c * Real.sin (x ^ (1 / 4 : ℝ))| ≤ 1 := by
      rw [abs_mul]
      exact mul_le_one₀ hc (abs_nonneg _) (Real.abs_sin_le_one _)
    exact mul_nonneg (Real.exp_pos _).le (by linarith [(abs_le.1 h).1])
  refine ⟨fun x => ⟨pos a ha x, pos b hb x⟩,
    fun n => (density_moment a n).2.trans (density_moment b n).2.symm, fun g hg heq => ?_⟩
  have hg0 : 0 ≤ g := le_trans (by norm_num) hg
  have hi (c : ℝ) : IntegrableOn (density c) (Ioi 0) := by
    simpa using (density_moment c 0).1
  -- the two sums differ by a multiple of the ripple's Stieltjes integral
  have hdiff : stieltjes (density a) g - stieltjes (density b) g =
      (a - b) * stieltjes ripple g := by
    unfold stieltjes
    rw [← integral_sub (stieltjes_integrable (hi a) hg0) (stieltjes_integrable (hi b) hg0),
      ← integral_const_mul]
    refine integral_congr_ae (Filter.Eventually.of_forall fun x => ?_)
    simp only [density, ripple]
    ring
  rw [heq, sub_self] at hdiff
  have hz := (mul_eq_zero.1 hdiff.symm).resolve_left (sub_ne_zero.2 hab)
  have hl := ripple_stieltjes_lower hg
  rw [hz, mul_zero] at hl
  norm_num at hl

end

end StieltjesAmbiguity
```

```lean
#print axioms StieltjesAmbiguity.stieltjes_series_does_not_determine_sum
```

```
'StieltjesAmbiguity.stieltjes_series_does_not_determine_sum' depends on axioms: [propext, Classical.choice, Quot.sound]
```
